# A filled three-momentum band whose static Lindhard-type sum vanishes only with the Pauli factor

The declaration `skewBand_pauli_factor_matters` concerns a single band of non-interacting electrons with energies 0, 1 and 3 on three momenta added modulo 3, with every occupation f equal to 1. For momentum transfer q and frequency z, in units with ħ = 1, the energy difference is D = e(k+q) − e(k), and the file sums f(k) · 2D/(z² − D²) over k, either with or without the Pauli factor 1 − f(k+q). There is no spin factor and no division by the number of momenta. At q = 1 and z = 0, the declaration states that no denominator vanishes, that the sum with the Pauli factor is 0, and that the sum without it is −7/3.

The proof first computes the three energy differences 1, 2 and −3, then uses them to check the denominators and to evaluate the sum without the Pauli factor. The other sum vanishes because each of its terms contains 1 − 1.

An attempt in Lean 4 with a fault in it:

```lean
import Mathlib

open Finset

namespace LindhardPauliFactor

noncomputable section

variable {G : Type*} [AddCommGroup G] [Fintype G]

/-- Energy `D_k = e(k+q) - e(k)` needed to lift a particle from momentum `k` to `k+q`. -/
def transfer {G : Type*} [AddCommGroup G] (e : G → ℝ) (q k : G) : ℝ := e (k + q) - e k

/-- The Lindhard sum with the Pauli factor `1 - f(k+q)` for the final state. -/
def blockedSum (e f : G → ℝ) (q : G) (z : ℂ) : ℂ :=
  ∑ k, (f k : ℂ) * (1 - (f (k + q) : ℂ)) *
    (2 * (transfer e q k : ℂ) / (z ^ 2 - (transfer e q k : ℂ) ^ 2))

/-- The Lindhard sum without any Pauli factor for the final state. -/
def freeSum (e f : G → ℝ) (q : G) (z : ℂ) : ℂ :=
  ∑ k, (f k : ℂ) * (2 * (transfer e q k : ℂ) / (z ^ 2 - (transfer e q k : ℂ) ^ 2))

/-- A band on three momenta without inversion symmetry. -/
def skewBand : Fin 3 → ℝ := ![0, 1, 3]

/-- For the completely filled skew band at `q = 1` and zero frequency no term is resonant, yet the
sum with the Pauli factor is `0` and the sum without it is `-7/3`. -/
theorem skewBand_pauli_factor_matters :
    (∀ k, (0 : ℂ) ^ 2 ≠ (transfer skewBand 1 k : ℂ) ^ 2) ∧
      blockedSum skewBand (fun _ => 1) 1 0 = 0 ∧
      freeSum skewBand (fun _ => 1) 1 0 = -7 / 3 := by
  have d0 : transfer skewBand 1 0 = 1 := by
    change skewBand 1 - skewBand 0 = 1
    norm_num [skewBand]
  have d1 : transfer skewBand 1 1 = 2 := by
    change skewBand 2 - skewBand 1 = 2
    norm_num [skewBand]
  have d2 : transfer skewBand 1 2 = -3 := by
    change skewBand 0 - skewBand 2 = -3
    norm_num [skewBand]
  refine ⟨fun k => ?_, by simp [blockedSum], ?_⟩
  · fin_cases k
    · change (0 : ℂ) ^ 2 ≠ (transfer skewBand 1 0 : ℂ) ^ 2
      rw [d0]; norm_num
    · change (0 : ℂ) ^ 2 ≠ (transfer skewBand 1 1 : ℂ) ^ 2
      rw [d1]; norm_num
    · change (0 : ℂ) ^ 2 ≠ (transfer skewBand 1 2 : ℂ) ^ 2
      rw [d2]; norm_num
  · simp only [freeSum, Fin.sum_univ_three, d0, d1, d2]
    norm_num

end

end LindhardPauliFactor
```

Lean reports:

```
Main.lean:35:41: error: unsolved goals
d0 : transfer skewBand 1 0 = 1
⊢ ![0, 1, 3] 2 - 1 = 2
Main.lean:38:42: error: unsolved goals
d0 : transfer skewBand 1 0 = 1
d1 : transfer skewBand 1 1 = 2
⊢ ![0, 1, 3] 2 = 3
```

What went wrong. Both errors come from reading the band's third energy, the entry of `![0, 1, 3]` at index 2. In `d1` and `d2`, `norm_num [skewBand]` unfolds the band and evaluates its entries at 0 and 1, but leaves `![0, 1, 3] 2` as it stands. The first message therefore stops at `![0, 1, 3] 2 - 1 = 2`. The second stops at `![0, 1, 3] 2 = 3`, which is what remains of the goal for −3 once the zero and the minus signs have been simplified away. Both remaining goals are true, but the simplification did not reduce that entry to 3.

The repair proves `s2 : skewBand 2 = 3` by `rfl`, which works because the two sides are equal by definition. Rewriting with `s2` removes the entry that was stuck. The facts `s0` and `s1` supply the other two energies in the same way, since the new `norm_num` calls no longer unfold `skewBand`. What is left for `norm_num` is plain arithmetic: `3 - 1 = 2` and `0 - 3 = -3`.

This version goes through:

```diff
@@ -33,10 +33,15 @@
     change skewBand 1 - skewBand 0 = 1
     norm_num [skewBand]
+  have s0 : skewBand 0 = 0 := rfl
+  have s1 : skewBand 1 = 1 := rfl
+  have s2 : skewBand 2 = 3 := rfl
   have d1 : transfer skewBand 1 1 = 2 := by
     change skewBand 2 - skewBand 1 = 2
-    norm_num [skewBand]
+    rw [s2, s1]
+    norm_num
   have d2 : transfer skewBand 1 2 = -3 := by
     change skewBand 0 - skewBand 2 = -3
-    norm_num [skewBand]
+    rw [s0, s2]
+    norm_num
   refine ⟨fun k => ?_, by simp [blockedSum], ?_⟩
   · fin_cases k
```
